# A permutation of N particles built from the identity by k pair exchanges has at least N − k cycles

In path-integral sampling of identical particles, each cycle of the permutation `p` is a ring polymer, and a particle that `p` leaves fixed counts as a cycle of its own. The theorem `card_le_of_reachedIn` says that if `p` is reached from the identity by exactly `k` accepted moves, each exchanging two distinct particles, then the number of particles is at most `k` plus the number of cycles of `p`. The set of particles is finite, and neither energies nor acceptance probabilities enter. The proof is by induction on the moves: for the identity it maps the cycles onto the particles, and for each further move it uses the earlier result that one exchange lowers the number of cycles by at most one.

The failing Lean file:

```lean
import Mathlib

open Equiv (swap Perm)

namespace CardLeOfReachedIn

variable {α : Type*}

/-- Two particles are equivalent when they lie on the same cycle of `p`. -/
def cycleSetoid (p : Perm α) : Setoid α :=
  ⟨p.SameCycle, fun _ => ⟨0, by simp⟩, fun h => h.symm, fun h k => h.trans k⟩

/-- The cycles (ring polymers) of the permutation `p`, fixed points included. -/
abbrev Cycles (p : Perm α) := Quotient (cycleSetoid p)

/-- The cycle of `p` on which particle `x` lies. -/
def cyc (p : Perm α) (x : α) : Cycles p := Quotient.mk (cycleSetoid p) x

/-- The number of cycles of `p`, fixed points included, for finitely many particles. -/
noncomputable def cycleCount (p : Perm α) : ℕ := Nat.card (Cycles p)

/-- `ReachedIn k p`: starting from the identity, the sampler can arrive at `p` after exactly
`k` accepted moves, each of which exchanges two distinct particles. -/
inductive ReachedIn [DecidableEq α] : ℕ → Perm α → Prop
  | start : ReachedIn 0 1
  | move {k : ℕ} {p : Perm α} (a b : α) (hab : a ≠ b) (h : ReachedIn k p) :
      ReachedIn (k + 1) (swap a b * p)

/-- A particle label that is unchanged by `p` is constant along each cycle of `p`. -/
theorem eq_of_sameCycle {β : Type*} (p : Perm α) (f : α → β) (hf : ∀ x, f (p x) = f x)
    {x y : α} (h : p.SameCycle x y) : f x = f y := by
  have key : ∀ n : ℤ, ∀ z, f ((p ^ n) z) = f z := by
    intro n
    refine Int.induction_on n ?_ (fun k ih z => ?_) (fun k ih z => ?_)
    · intro z
      simp
    · rw [zpow_add_one, Equiv.Perm.mul_apply, ih, hf]
    · rw [zpow_sub_one, Equiv.Perm.mul_apply, ih]
      simpa using (hf (p⁻¹ z)).symm
  obtain ⟨n, hn⟩ := h
  rw [← hn, key]

/-- A particle and its image under `p` lie on the same cycle. -/
theorem cyc_apply (p : Perm α) (x : α) : cyc p (p x) = cyc p x :=
  Quotient.sound (s := cycleSetoid p) (show p.SameCycle (p x) x from ⟨-1, by simp⟩)

variable [Fintype α]

variable [DecidableEq α]

/-- One pair exchange lowers the number of cycles by at most one. -/
theorem cycleCount_le_exchange (p : Perm α) (a b : α) :
    cycleCount p ≤ cycleCount (swap a b * p) + 1 := by
  classical
  -- glue the cycle of `a` to the cycle of `b`; the exchange respects this gluing
  let g : α → Cycles p := fun x => if cyc p x = cyc p a then cyc p b else cyc p x
  have ga : g a = cyc p b := by simp [g]
  have gb : g b = cyc p b := by simp [g]
  have hs : ∀ y, g (swap a b y) = g y := by
    intro y
    by_cases h1 : y = a
    · rw [h1, Equiv.swap_apply_left, ga, gb]
    · by_cases h2 : y = b
      · rw [h2, Equiv.swap_apply_right, ga, gb]
      · rw [Equiv.swap_apply_of_ne_of_ne h1 h2]
  have hq : ∀ x, g ((swap a b * p) x) = g x := by
    intro x
    rw [Equiv.Perm.mul_apply, hs]
    simp only [g, cyc_apply]
  -- the new cycles and one extra element cover all old cycles
  let F : Option (Cycles (swap a b * p)) → Cycles p := fun o =>
    o.elim (cyc p a) (Quotient.lift g fun _ _ h => eq_of_sameCycle _ g hq h)
  have hF : Function.Surjective F := by
    intro o
    obtain ⟨x, rfl⟩ := Quotient.exists_rep o
    change ∃ c, F c = cyc p x
    by_cases h : cyc p x = cyc p a
    · exact ⟨none, h.symm⟩
    · refine ⟨some (cyc _ x), ?_⟩
      change g x = cyc p x
      exact if_neg h
  have h := Nat.card_le_card_of_surjective F hF
  simpa only [cycleCount, Finite.card_option] using h

/-- After `k` accepted moves the number of cycles is at least `N - k`. -/
theorem card_le_of_reachedIn {k : ℕ} {p : Perm α} (h : ReachedIn k p) :
    Fintype.card α ≤ k + cycleCount p := by
  induction h with
  | start =>
    -- every particle is its own cycle of the identity
    let F : Cycles (1 : Perm α) → α :=
      Quotient.lift id fun _ _ h => eq_of_sameCycle 1 id (fun _ => rfl) h
    have h := Finite.card_le_of_surjective F (fun x => ⟨cyc 1 x, rfl⟩)
    simpa only [cycleCount, Nat.card_eq_fintype_card, zero_add] using h
  | @move k p a b hab _ ih =>
    have := cycleCount_le_exchange p a b
    omega

end CardLeOfReachedIn
```

The error:

```
Main.lean:93:14: error(lean.unknownIdentifier): Unknown constant `Finite.card_le_of_surjective`
```

What went wrong. The message says that Lean knows no constant called `Finite.card_le_of_surjective`. The name is used in the `start` case, where the proof has a map `F` from the cycles of the identity to the particles and needs to conclude, from its surjectivity, that there are at least as many cycles as particles. The fault is in the name alone; the map and the argument for its surjectivity stay as they were.

The diff puts `Nat.card_le_card_of_surjective` in its place, a lemma the file already uses in `cycleCount_le_exchange`. It takes the same two arguments and gives the needed inequality between the values of `Nat.card`, which the unchanged `simpa` line then brings to the form of the goal.

This version goes through:

```diff
@@ -91,5 +91,5 @@
     let F : Cycles (1 : Perm α) → α :=
       Quotient.lift id fun _ _ h => eq_of_sameCycle 1 id (fun _ => rfl) h
-    have h := Finite.card_le_of_surjective F (fun x => ⟨cyc 1 x, rfl⟩)
+    have h := Nat.card_le_card_of_surjective F (fun x => ⟨cyc 1 x, rfl⟩)
     simpa only [cycleCount, Nat.card_eq_fintype_card, zero_add] using h
   | @move k p a b hab _ ih =>
```
